# The Schwinger term of finite-range Toeplitz matrices on a half-line: $\operatorname{tr}[T_f,T_g]=\sum_k k\,f(-k)\,g(k)$

A particle hops along a chain, and the amplitude for a hop depends only on its length and direction. On a chain that is infinite in both directions, two such hopping operators commute, since the order of the hops doesn't matter. Now cut the chain so that only the sites $0,1,2,\dots$ remain. Near the end, one order of two hops may pass through a missing site while the other does not. The operators need no longer commute, and the question is what trace their commutator has.

For finite matrices the trace of a commutator is always zero. On the half-line it can be nonzero, and for finite-range hops it equals $\sum_k k f(-k)g(k)$, where $f(k)$ and $g(k)$ are the two amplitudes for a hop by $k$ sites.

The same number appears for non-interacting fermions, with the sites of the uncut chain read as single-particle modes, filled for negative labels and empty otherwise: it is the constant in the commutator of two density modes. "Schwinger term" usually means that constant. The theorems here concern one-particle matrices only, and the passage to many-fermion operators is the step that their hypotheses do not supply.

```lean
import Mathlib

open Finset ComplexConjugate

namespace SchwingerTerm

noncomputable section
```

## Hops on a half-line

Let $f:\mathbb Z\to\mathbb C$ be nonzero at finitely many integers only. The amplitude to go from site $j$ to site $i$ is
$$T_f(i,j)=f(i-j),\qquad i,j\in\{0,1,2,\dots\}.$$
In Lean, `ℤ →₀ ℂ` is the type of such finitely supported functions, and sites are natural numbers, which is where the edge enters. No Hermiticity is assumed. In the Toeplitz literature "symbol" often means the function on the circle with Fourier coefficients $f(k)$; here it means $f$ itself.

```lean
/-- The Toeplitz matrix `T_f(i,j) = f(i - j)` on the half-line of sites `0, 1, 2, ...`:
a hop by `k` sites has amplitude `f k`. -/
def toeplitz (f : ℤ →₀ ℂ) (i j : ℕ) : ℂ := f ((i : ℤ) - j)
```

The product of two infinite matrices is a sum over the intermediate site $l$,
$$(AB)(i,j)=\sum_{l\ge 0}A(i,l)\,B(l,j).$$
The symbol `∑ᶠ` denotes a sum with finitely many nonzero terms; Lean gives it the value zero if there are infinitely many, so finiteness has to be proved wherever it is used.

```lean
/-- The entry `(i,j)` of the product of two infinite matrices, for which only finitely many
intermediate sites `l` contribute. -/
def mulEntry (A B : ℕ → ℕ → ℂ) (i j : ℕ) : ℂ := ∑ᶠ l : ℕ, A i l * B l j
```

The commutator is then taken entry by entry, $[A,B](i,j)=(AB)(i,j)-(BA)(i,j)$.

```lean
/-- The entry `(i,j)` of the commutator `AB - BA`, for infinite matrices whose two products
are finite sums in each entry. -/
def commutator (A B : ℕ → ℕ → ℂ) (i j : ℕ) : ℂ := mulEntry A B i j - mulEntry B A i j
```

A hop $m$ made by $g$ will turn out to enter the commutator with the weight
$$w_{ij}(m)=[\,m\ge -j\,]-[\,m\le i\,],$$
where a bracket is 1 if its condition holds and 0 otherwise. Thus $w_{ij}(m)$ is $+1$ for $m>i$, $-1$ for $m<-j$, and $0$ in between.

```lean
/-- The weight of a hop `m` in the entry `(i,j)` of a commutator: the indicator of `-j ≤ m` minus
the indicator of `m ≤ i`. -/
def edgeWeight (i j : ℕ) (m : ℤ) : ℤ :=
  (if -(j : ℤ) ≤ m then 1 else 0) - (if m ≤ (i : ℤ) then 1 else 0)
```

## Finitely many intermediate sites

Let $R_f$ be the largest $|k|$ with $f(k)\neq0$, or zero if $f=0$, and define $R_g$ likewise. A nonzero term $f(i-l)g(l-j)$ requires $|i-l|\le R_f$, hence $l\le i+R_f$. In the code $R_f$ is `f.support.sup Int.natAbs`, and `omega` does the integer inequality.

```lean
/-- In each entry of a product of two Toeplitz matrices with finitely supported symbols, only
finitely many intermediate sites contribute. -/
theorem product_terms_finite (f g : ℤ →₀ ℂ) (i j : ℕ) :
    (Function.support fun l : ℕ => toeplitz f i l * toeplitz g l j).Finite := by
  refine (Set.finite_Iic (i + f.support.sup Int.natAbs)).subset ?_
  intro l hl
  have hf : f ((i : ℤ) - l) ≠ 0 := left_ne_zero_of_mul (Function.mem_support.mp hl)
  have hb : ((i : ℤ) - l).natAbs ≤ f.support.sup Int.natAbs :=
    Finset.le_sup (f := Int.natAbs) (Finsupp.mem_support_iff.mpr hf)
  rw [Set.mem_Iic]
  omega
```

## Which hops survive in each order

In $T_fT_g$ the hop made by $g$ comes first. Put $m=l-j$, so $l=j+m$. The intermediate site exists exactly when $m\ge-j$, and
$$(T_fT_g)(i,j)=\sum_{m\ge -j} f(i-j-m)\,g(m).$$
The proof turns the sum over sites into a sum over the support of $g$ through the map $m\mapsto m+j$. The function `toNat` sends negative integers to zero, so this map is one-to-one only because $m\ge-j$; the last block checks that.

```lean
/-- The entry `(i,j)` of `T_f T_g` is the sum of `f(i-j-m) g(m)` over the hops `m` with `-j ≤ m`:
the hop made by `g` starts at site `j` and must land on the half-line. -/
theorem mulEntry_right (f g : ℤ →₀ ℂ) (i j : ℕ) :
    mulEntry (toeplitz f) (toeplitz g) i j =
      ∑ m ∈ g.support, if -(j : ℤ) ≤ m then f ((i : ℤ) - j - m) * g m else 0 := by
  have hs : (Function.support fun l : ℕ => toeplitz f i l * toeplitz g l j) ⊆
      ↑((g.support.filter (fun m => -(j : ℤ) ≤ m)).image (fun m : ℤ => (m + (j : ℤ)).toNat)) := by
    intro l hl
    have hg : g ((l : ℤ) - j) ≠ 0 := right_ne_zero_of_mul (Function.mem_support.mp hl)
    rw [Finset.mem_coe, Finset.mem_image]
    exact ⟨(l : ℤ) - j, Finset.mem_filter.mpr ⟨Finsupp.mem_support_iff.mpr hg,
      by show -(j : ℤ) ≤ (l : ℤ) - j; omega⟩, by show ((l : ℤ) - j + j).toNat = l; omega⟩
  -- the intermediate site is `l = m + j`
  rw [mulEntry, finsum_eq_sum_of_support_subset _ hs, Finset.sum_image, ← Finset.sum_filter]
  · refine Finset.sum_congr rfl fun m hm => ?_
    have hm' : -(j : ℤ) ≤ m := (Finset.mem_filter.mp hm).2
    have e : ((m + j).toNat : ℤ) = m + j := Int.toNat_of_nonneg (by omega)
    simp only [toeplitz]
    rw [e, show (i : ℤ) - (m + j) = i - j - m by ring, show m + (j : ℤ) - j = m by ring]
  · intro x hx y hy h
    have hx' : -(j : ℤ) ≤ x := (Finset.mem_filter.mp hx).2
    have hy' : -(j : ℤ) ≤ y := (Finset.mem_filter.mp hy).2
    have h' : (x + j).toNat = (y + j).toNat := h
    omega
```

In $T_gT_f$ the hop made by $g$ comes last. Put $m=i-l$, so $l=i-m$, which exists exactly when $m\le i$:
$$(T_gT_f)(i,j)=\sum_{m\le i} f(i-j-m)\,g(m).$$
The reindexing is the same with the new map.

```lean
/-- The entry `(i,j)` of `T_g T_f` is the sum of `f(i-j-m) g(m)` over the hops `m` with `m ≤ i`: the
hop made by `g` ends at site `i` and must start on the half-line. -/
theorem mulEntry_left (f g : ℤ →₀ ℂ) (i j : ℕ) :
    mulEntry (toeplitz g) (toeplitz f) i j =
      ∑ m ∈ g.support, if m ≤ (i : ℤ) then f ((i : ℤ) - j - m) * g m else 0 := by
  have hs : (Function.support fun l : ℕ => toeplitz g i l * toeplitz f l j) ⊆
      ↑((g.support.filter (fun m => m ≤ (i : ℤ))).image (fun m => ((i : ℤ) - m).toNat)) := by
    intro l hl
    have hg : g ((i : ℤ) - l) ≠ 0 := left_ne_zero_of_mul (Function.mem_support.mp hl)
    rw [Finset.mem_coe, Finset.mem_image]
    exact ⟨(i : ℤ) - l, Finset.mem_filter.mpr ⟨Finsupp.mem_support_iff.mpr hg,
      by show (i : ℤ) - l ≤ i; omega⟩, by show ((i : ℤ) - (i - l)).toNat = l; omega⟩
  -- the intermediate site is `l = i - m`
  rw [mulEntry, finsum_eq_sum_of_support_subset _ hs, Finset.sum_image, ← Finset.sum_filter]
  · refine Finset.sum_congr rfl fun m hm => ?_
    have hm' : m ≤ (i : ℤ) := (Finset.mem_filter.mp hm).2
    have e : (((i : ℤ) - m).toNat : ℤ) = i - m := Int.toNat_of_nonneg (by omega)
    simp only [toeplitz]
    rw [e, show (i : ℤ) - (i - m) = m by ring, show (i : ℤ) - m - j = i - j - m by ring,
      mul_comm]
  · intro x hx y hy h
    have hx' : x ≤ (i : ℤ) := (Finset.mem_filter.mp hx).2
    have hy' : y ≤ (i : ℤ) := (Finset.mem_filter.mp hy).2
    have h' : ((i : ℤ) - x).toNat = ((i : ℤ) - y).toNat := h
    omega
```

The summands agree, so only the conditions are subtracted:
$$[T_f,T_g](i,j)=\sum_m w_{ij}(m)\,f(i-j-m)\,g(m).$$
The tactic `split_ifs` goes through the cases of the two conditions.

```lean
/-- Each entry of `[T_f, T_g]` is the sum over hops `m` of `f(i-j-m) g(m)` times the
edge weight of the hop. -/
theorem commutator_entry (f g : ℤ →₀ ℂ) (i j : ℕ) :
    commutator (toeplitz f) (toeplitz g) i j =
      ∑ m ∈ g.support, (edgeWeight i j m : ℂ) * (f ((i : ℤ) - j - m) * g m) := by
  rw [commutator, mulEntry_right, mulEntry_left, ← Finset.sum_sub_distrib]
  refine Finset.sum_congr rfl fun m _ => ?_
  unfold edgeWeight
  split_ifs <;> simp
```

## The commutator lives in a corner

Take $N=R_f+R_g+1$ and suppose $i\ge N$ or $j\ge N$. For a nonzero term put $r=i-j-m$, so that $|r|\le R_f$ and $|m|\le R_g$.

- If $i\ge N$, then $i\ge m$, and $j+m=i-r\ge i-R_f>0$.
- If $j\ge N$, then $j\ge-m$, and $i-m=j+r\ge j-R_f>0$.

Either way $-j\le m\le i$, both orders are allowed, and the weight is $1-1=0$. The two `omega` calls labelled `a` and `b` establish these inequalities.

```lean
/-- The commutator of two Toeplitz matrices with finitely supported symbols lives at the edge:
it vanishes outside a finite corner of the half-line. -/
theorem commutator_corner (f g : ℤ →₀ ℂ) :
    ∃ N : ℕ, ∀ i j : ℕ, N ≤ i ∨ N ≤ j → commutator (toeplitz f) (toeplitz g) i j = 0 := by
  refine ⟨f.support.sup Int.natAbs + g.support.sup Int.natAbs + 1, fun i j hij => ?_⟩
  rw [commutator_entry]
  refine Finset.sum_eq_zero fun m hm => ?_
  have hg := Finset.le_sup (f := Int.natAbs) hm
  by_cases hf : f ((i : ℤ) - j - m) = 0
  · rw [hf, zero_mul, mul_zero]
  have hf' := Finset.le_sup (f := Int.natAbs) (Finsupp.mem_support_iff.mpr hf)
  -- far from the edge both orderings of the hops are allowed and cancel
  have a : -(j : ℤ) ≤ m := by omega
  have b : m ≤ (i : ℤ) := by omega
  rw [edgeWeight, if_pos a, if_pos b, sub_self, Int.cast_zero, zero_mul]
```

## Counting a hop along the diagonal

On the diagonal, a hop $m>0$ has weight $+1$ at the sites $i<m$ and zero beyond, while a hop $m<0$ has weight $-1$ at the sites $i<-m$. Over the first $M$ sites this gives
$$\sum_{i=0}^{M-1}w_{ii}(m)=\max(-M,\min(m,M)),$$
which is $m$ itself once $M\ge|m|$. The proof is by induction on $M$. For $M=0$ both sides vanish. Site $M$ then adds $+1$ if $m>M$, $-1$ if $m<-M$ and nothing otherwise, which is how the right-hand side changes when $M$ grows by one.

```lean
/-- Summed over the first `M` diagonal sites, the edge weight of a hop `m` is `m` clamped to
the interval from `-M` to `M`. -/
theorem sum_edgeWeight (m : ℤ) (M : ℕ) :
    ∑ i ∈ range M, edgeWeight i i m = max (-(M : ℤ)) (min m M) := by
  induction M with
  | zero => simp
  | succ M ih =>
    rw [Finset.sum_range_succ, ih, edgeWeight]
    push_cast
    split_ifs <;> omega
```

## The trace

The diagonal entries vanish for $i\ge N$, so their sum is finite. Take $M=N+R_g$, which is at least $|m|$ for every hop in $g$, and exchange the two finite sums:
$$\sum_{i<M}[T_f,T_g](i,i)=\sum_m f(-m)g(m)\sum_{i<M}w_{ii}(m)=\sum_m m\,f(-m)\,g(m).$$

The theorem has two parts: the diagonal has finite support, and its sum has this value. The right-hand side runs over `g.support`, which is the sum over all integers because the other terms are zero. In the proof, `hs` confines the diagonal to the first $M$ sites, `Finset.sum_comm` exchanges the sums, and `h` is the count of the previous step.

```lean
/-- Schwinger term: for finitely supported `f` and `g`, the diagonal of `[T_f, T_g]` has finite
support and sums to `∑ k f(-k) g(k)` over the integers `k`. -/
theorem trace_commutator (f g : ℤ →₀ ℂ) :
    (Function.support fun i : ℕ => commutator (toeplitz f) (toeplitz g) i i).Finite ∧
    ∑ᶠ i : ℕ, commutator (toeplitz f) (toeplitz g) i i =
      ∑ k ∈ g.support, (k : ℂ) * f (-k) * g k := by
  obtain ⟨N, hN⟩ := commutator_corner f g
  have hs : (Function.support fun i : ℕ => commutator (toeplitz f) (toeplitz g) i i) ⊆
      ↑(range (N + g.support.sup Int.natAbs)) := by
    intro i hi
    rw [Finset.mem_coe, Finset.mem_range]
    by_contra h
    exact Function.mem_support.mp hi (hN i i (Or.inl (by omega)))
  refine ⟨(Finset.finite_toSet _).subset hs, ?_⟩
  rw [finsum_eq_sum_of_support_subset _ hs,
    Finset.sum_congr rfl (fun i _ => commutator_entry f g i i), Finset.sum_comm]
  refine Finset.sum_congr rfl fun m hm => ?_
  have hg := Finset.le_sup (f := Int.natAbs) hm
  -- the hop `m` is counted `m` times along the diagonal
  have h : ∑ i ∈ range (N + g.support.sup Int.natAbs), edgeWeight i i m = m := by
    rw [sum_edgeWeight]
    push_cast
    omega
  calc _ = ∑ i ∈ range (N + g.support.sup Int.natAbs),
        (edgeWeight i i m : ℂ) * (f (-m) * g m) :=
        Finset.sum_congr rfl fun i _ => by rw [sub_self, zero_sub]
    _ = ((∑ i ∈ range (N + g.support.sup Int.natAbs), edgeWeight i i m : ℤ) : ℂ) *
        (f (-m) * g m) := by rw [Int.cast_sum, Finset.sum_mul]
    _ = _ := by rw [h]; ring
```

For a numerical instance let $f(-1)=2$, $f(-2)=3$, $g(1)=5$, $g(2)=1$, with all other values zero. The formula gives $1\cdot2\cdot5+2\cdot3\cdot1=16$. Directly, at site 0 the product $T_fT_g$ has entry $10+3=13$ and $T_gT_f$ has entry $0$. At site 1 the entries are $13$ and $10$. From site 2 on they are both $13$. The differences $13,3,0,0,\dots$ sum to $16$.

Finite support of both symbols can't be relaxed to square-summability of both. Let $f(-k)=g(k)=1/k$ for $k\ge1$ and zero otherwise, and read the matrix products as convergent series. The diagonal entry at site $i$ is $\sum_{m>i}1/m^2>0$, so the diagonal never ends, and its sum is $\sum_{k\ge1}k\cdot 1/k^2=\infty$.

In a simulation of this one-particle model on finitely many sites, the commutator of the truncated matrices has trace zero; on a long enough chain, the far end contributes the opposite of the Schwinger term.

## Single modes and adjoint pairs

Let $f$ be 1 at $m$ and zero elsewhere, and $g$ be 1 at $n$ and zero elsewhere. Only $k=n$ contributes, with $f(-n)=1$ exactly when $m=-n$:
$$\operatorname{tr}[T_f,T_g]=n\,\delta_{m+n,0}.$$
Current-algebra texts often have $m$ in place of $n$, which is the opposite sign convention. For $m=-1$, $n=1$, the commutator is the projector on site 0. In Lean a single mode is `Finsupp.single`, and the proof evaluates the one-term sum.

```lean
/-- For the single modes `m` and `n`, each of unit amplitude, the trace of the commutator is
`n` if `m + n = 0` and zero otherwise. -/
theorem trace_commutator_modes (m n : ℤ) :
    ∑ᶠ i : ℕ, commutator (toeplitz (Finsupp.single m 1)) (toeplitz (Finsupp.single n 1)) i i =
      if m + n = 0 then (n : ℂ) else 0 := by
  have hs : (Finsupp.single n (1 : ℂ)).support = {n} := by
    ext k
    by_cases h : n = k
    · simp [h]
    · simp [Ne.symm h]
  rw [(trace_commutator _ _).2, hs,
    Finset.sum_singleton, Finsupp.single_eq_same, mul_one, Finsupp.single_apply]
  by_cases h : m + n = 0
  · rw [if_pos h, if_pos (by omega), mul_one]
  · rw [if_neg h, if_neg (by omega), mul_zero]
```

Now let $T_f$ be the adjoint of $T_g$, that is, $T_f(i,j)=\overline{T_g(j,i)}$ for all sites. Every integer is a difference of two sites, so $f(-k)=\overline{g(k)}$ for every $k$, and
$$\operatorname{tr}[T_g^\dagger,T_g]=\sum_k k\,|g(k)|^2.$$
Hops away from the edge count positively and hops towards it negatively. The proof applies the hypothesis `hadj` to the sites $\max(-k,0)$ and $\max(k,0)$, whose difference is $-k$, and then uses $\bar z z=|z|^2$.

```lean
/-- If `T_f` is the adjoint of `T_g`, the trace of `[T_f, T_g]` is the sum of `k |g(k)|²`
over the integers `k`. -/
theorem trace_commutator_adjoint (f g : ℤ →₀ ℂ)
    (hadj : ∀ i j : ℕ, toeplitz f i j = conj (toeplitz g j i)) :
    ∑ᶠ i : ℕ, commutator (toeplitz f) (toeplitz g) i i =
      ∑ k ∈ g.support, (k : ℂ) * (‖g k‖ : ℂ) ^ 2 := by
  rw [(trace_commutator f g).2]
  refine Finset.sum_congr rfl fun k _ => ?_
  -- every integer is a difference of two sites
  have h := hadj (-k).toNat k.toNat
  simp only [toeplitz] at h
  rw [show ((-k).toNat : ℤ) - (k.toNat : ℤ) = -k by omega,
    show (k.toNat : ℤ) - ((-k).toNat : ℤ) = k by omega] at h
  rw [h, mul_assoc, Complex.conj_mul']

end

end SchwingerTerm
```

```lean
#print axioms SchwingerTerm.product_terms_finite
#print axioms SchwingerTerm.commutator_corner
#print axioms SchwingerTerm.trace_commutator_modes
#print axioms SchwingerTerm.trace_commutator_adjoint
```

```
'SchwingerTerm.product_terms_finite' depends on axioms: [propext, Classical.choice, Quot.sound]
'SchwingerTerm.commutator_corner' depends on axioms: [propext, Classical.choice, Quot.sound]
'SchwingerTerm.trace_commutator_modes' depends on axioms: [propext, Classical.choice, Quot.sound]
'SchwingerTerm.trace_commutator_adjoint' depends on axioms: [propext, Classical.choice, Quot.sound]
```
